# The repulsive Coulomb threshold factor vanishes faster than any power of the wave number as k → 0⁺

The theorem `repulsive_threshold` concerns the Coulomb threshold factor of a partial wave `l`, defined in atomic units as the short-range Wigner factor `k^(2l+1)` times the Coulomb enhancement at `η = Z / k`. The enhancement is `2πη / (1 - exp(-2πη))` times the product of `1 + η² / s²` over `s = 1, ..., l`, with positive `Z` meaning attraction. The theorem states that for a repulsive charge, `Z < 0`, the threshold factor divided by `k^N` tends to 0 as the wave number `k` tends to 0 from above, for all natural numbers `l` and `N`.

The proof first uses the Wigner factor to cancel the inverse powers of `k` in the enhancement, which turns the product into that of `k² + Z² / s²`, with a finite limit. It then sets `a = -(2 * π * Z)`, which is positive, and `x = a / k`, which grows without bound, so that `x^N * exp(-x)` tends to 0 and `1 - exp(-x)` to 1. From these three limits it builds a function with limit 0 and shows that it equals the required quotient for every `k > 0`.

As first written in Lean, the proof fails:

```lean
import Mathlib

open Filter Topology
open scoped Real

namespace RepulsiveThreshold

noncomputable section

/-- The s-wave Sommerfeld factor `2πη / (1 - exp(-2πη))`, for `η ≠ 0`;
positive `η` means attraction. -/
def sommerfeld (η : ℝ) : ℝ := 2 * π * η / (1 - Real.exp (-(2 * π * η)))

/-- The Coulomb enhancement of the partial wave `l`, for `η ≠ 0`: the Sommerfeld factor times
the product of `1 + η² / s²` over `s = 1, ..., l`. -/
def enhancement (l : ℕ) (η : ℝ) : ℝ :=
  sommerfeld η * ∏ s ∈ Finset.range l, (1 + η ^ 2 / ((s : ℝ) + 1) ^ 2)

/-- The short-range Wigner threshold factor `k^(2l+1)`. -/
def wigner (l : ℕ) (k : ℝ) : ℝ := k ^ (2 * l + 1)

/-- The Coulomb threshold factor for charge `Z ≠ 0` and wave number `k ≠ 0` in atomic units:
the Wigner factor times the enhancement at `η = Z / k`. -/
def coulomb (l : ℕ) (Z k : ℝ) : ℝ := wigner l k * enhancement l (Z / k)

/-- For `k ≠ 0` the powers of `k` in the Wigner factor cancel the inverse powers in the
Coulomb enhancement. -/
theorem coulomb_eq (l : ℕ) (Z : ℝ) {k : ℝ} (hk : k ≠ 0) :
    coulomb l Z k = 2 * π * Z / (1 - Real.exp (-(2 * π * Z / k))) *
      ∏ s ∈ Finset.range l, (k ^ 2 + Z ^ 2 / ((s : ℝ) + 1) ^ 2) := by
  have h1 : k ^ 2 * (Z / k) ^ 2 = Z ^ 2 := by field_simp
  -- each partial-wave factor absorbs one power of k²
  have hprod : ∏ s ∈ Finset.range l, (k ^ 2 + Z ^ 2 / ((s : ℝ) + 1) ^ 2) =
      k ^ (2 * l) * ∏ s ∈ Finset.range l, (1 + (Z / k) ^ 2 / ((s : ℝ) + 1) ^ 2) := by
    induction l with
    | zero => simp
    | succ n ih =>
      have h : k ^ 2 + Z ^ 2 / ((n : ℝ) + 1) ^ 2 =
          k ^ 2 * (1 + (Z / k) ^ 2 / ((n : ℝ) + 1) ^ 2) := by
        linear_combination (-(1 / ((n : ℝ) + 1) ^ 2)) * h1
      rw [Finset.prod_range_succ, Finset.prod_range_succ, ih, h]
      ring
  have h2 : k ^ (2 * l + 1) * (2 * π * Z / k) = k ^ (2 * l) * (2 * π * Z) := by
    rw [pow_succ]
    field_simp
  have e : 2 * π * (Z / k) = 2 * π * Z / k := by ring
  unfold coulomb wigner enhancement sommerfeld
  rw [hprod, e]
  generalize 1 - Real.exp (-(2 * π * Z / k)) = D
  generalize (∏ s ∈ Finset.range l, (1 + (Z / k) ^ 2 / ((s : ℝ) + 1) ^ 2)) = P
  linear_combination (P / D) * h2

/-- For `a > 0` the ratio `a / k` grows without bound as `k` tends to `0` from above. -/
theorem tendsto_div_threshold {a : ℝ} (ha : 0 < a) :
    Tendsto (fun k : ℝ => a / k) (𝓝[>] 0) atTop :=
  (tendsto_inv_nhdsGT_zero.const_mul_atTop ha).congr fun k => (div_eq_mul_inv a k).symm

/-- The product of `k² + Z² / s²` over `s = 1, ..., l` tends to `Z^(2l) / (l!)²` as `k` tends
to `0` from above. -/
theorem tendsto_prod (l : ℕ) (Z : ℝ) :
    Tendsto (fun k : ℝ => ∏ s ∈ Finset.range l, (k ^ 2 + Z ^ 2 / ((s : ℝ) + 1) ^ 2))
      (𝓝[>] 0) (𝓝 (Z ^ (2 * l) / (l.factorial : ℝ) ^ 2)) := by
  have hc : Continuous
      (fun k : ℝ => ∏ s ∈ Finset.range l, (k ^ 2 + Z ^ 2 / ((s : ℝ) + 1) ^ 2)) :=
    continuous_finsetProd _ fun s _ => by fun_prop
  have h0 : ∏ s ∈ Finset.range l, ((0 : ℝ) ^ 2 + Z ^ 2 / ((s : ℝ) + 1) ^ 2) =
      Z ^ (2 * l) / (l.factorial : ℝ) ^ 2 := by
    clear hc
    induction l with
    | zero => simp
    | succ n ih =>
      rw [Finset.prod_range_succ, ih, Nat.factorial_succ, zero_pow two_ne_zero, zero_add,
        div_mul_div_comm]
      congr 1
      · ring
      · push_cast
        ring
  rw [← h0]
  exact (hc.tendsto 0).mono_left nhdsWithin_le_nhds

/-- For a repulsive charge `Z < 0` the Coulomb threshold factor vanishes faster than every
power `k^N` as `k` tends to `0` from above. -/
theorem repulsive_threshold (l N : ℕ) {Z : ℝ} (hZ : Z < 0) :
    Tendsto (fun k : ℝ => coulomb l Z k / k ^ N) (𝓝[>] 0) (𝓝 0) := by
  obtain ⟨a, ha⟩ : ∃ a : ℝ, a = -(2 * π * Z) := ⟨_, rfl⟩
  have hapos : 0 < a := by
    rw [ha]
    nlinarith [mul_pos Real.pi_pos (neg_pos.mpr hZ)]
  have haZ : 2 * π * Z = -a := by rw [ha, neg_neg]
  have hx := tendsto_div_threshold hapos
  have h1 := (Real.tendsto_pow_mul_exp_neg_atTop_nhds_zero N).comp hx
  have h2 := (Real.tendsto_exp_neg_atTop_nhds_zero.comp hx).const_sub 1
  have h3 := ((h1.div h2 (by norm_num)).const_mul (a / a ^ N)).mul (tendsto_prod l Z)
  rw [zero_div, mul_zero, zero_mul] at h3
  refine h3.congr' ?_
  filter_upwards [self_mem_nhdsWithin] with k hk
  have hk0 : 0 < k := hk
  have hE1 : Real.exp (-(a / k)) < 1 :=
    Real.exp_lt_one (neg_lt_zero.mpr (div_pos hapos hk0))
  have hE0 : Real.exp (-(a / k)) ≠ 0 := Real.exp_ne_zero _
  have hE : Real.exp (-(-a / k)) = (Real.exp (-(a / k)))⁻¹ := by
    rw [← Real.exp_neg, neg_div]
  have hp : (a / k) ^ N / a ^ N = (k ^ N)⁻¹ := by
    rw [div_pow]
    field_simp
  rw [coulomb_eq l Z hk0.ne', haZ, hE]
  simp only [Pi.div_apply, Function.comp_apply]
  generalize Real.exp (-(a / k)) = E at hE0 hE1 ⊢
  generalize (∏ s ∈ Finset.range l, (k ^ 2 + Z ^ 2 / ((s : ℝ) + 1) ^ 2)) = P
  -- rewrite the growing exponential through the decaying one
  have key : (1 - E⁻¹)⁻¹ = -(E / (1 - E)) := by
    apply inv_eq_of_mul_eq_one_right
    have hD : 1 - E ≠ 0 := (sub_pos.mpr hE1).ne'
    calc (1 - E⁻¹) * -(E / (1 - E)) = (E⁻¹ * E - E) / (1 - E) := by ring
      _ = 1 := by rw [inv_mul_cancel₀ hE0, div_self hD]
  rw [div_eq_mul_inv (-a) (1 - E⁻¹), key]
  linear_combination (a * E / (1 - E) * P) * hp

end

end RepulsiveThreshold
```

Lean reports:

```
Main.lean:99:4: error(lean.unknownIdentifier): Unknown constant `Real.exp_lt_one`
```

The message says that Lean knows no constant called `Real.exp_lt_one`. The proof calls it in `hE1`, the step stating that `Real.exp (-(a / k))` is less than 1, and expects it to turn a proof that the exponent is negative into that bound. The fault is in the name only: the bound is true, and the argument supplied, `neg_lt_zero.mpr (div_pos hapos hk0)`, does prove `-(a / k) < 0`.

The diff uses `Real.exp_lt_one_iff` instead, an equivalence between `Real.exp x < 1` and `x < 0`. Since it is an equivalence and not an implication, it cannot be applied directly to the proof of negativity, so `.mpr` is added to select the direction from `x < 0` to `Real.exp x < 1`. The argument stays as it was, and nothing else in the file changes.

The change, after which it compiles:

```diff
@@ -97,5 +97,5 @@
   have hk0 : 0 < k := hk
   have hE1 : Real.exp (-(a / k)) < 1 :=
-    Real.exp_lt_one (neg_lt_zero.mpr (div_pos hapos hk0))
+    Real.exp_lt_one_iff.mpr (neg_lt_zero.mpr (div_pos hapos hk0))
   have hE0 : Real.exp (-(a / k)) ≠ 0 := Real.exp_ne_zero _
   have hE : Real.exp (-(-a / k)) = (Real.exp (-(a / k)))⁻¹ := by
```
